# Balanced forces preserve a common centroid in explicit nudged-elastic-band updates

## How a band drifts

Suppose that two neighbouring images of an isolated molecule differ by a rigid shift as well as by a change of shape. The shift costs no energy, but it enters the image difference and can thereby enter the tangent of the band. Projecting the true force off such a tangent can leave a net force on the molecule, and the spring force can add another. Unless these contributions cancel, the image moves through space as a whole, and the distances along the band can measure translation together with reaction.

None of this happens if all images start with the same centroid, the true forces on the atoms of each image sum to zero throughout the run, and every update moves an interior image by a scalar multiple of its band force.

## The band and its forces

Let $A$ be a finite, nonempty set of atoms with positions in a real inner product space $V$, usually $\mathbb R^3$. A configuration $x$ assigns a position $x_a\in V$ to each atom $a$. Its centroid and the inner product of configurations are

$$\bar x=\frac1{|A|}\sum_a x_a,\qquad x\cdot y=\sum_a\langle x_a,y_a\rangle .$$

A band has images $R_0,\dots,R_{N+1}$, with both ends fixed. For an interior image $y=R_{i+1}$, where $0\le i<N$, write $x=R_i$ and $z=R_{i+2}$ for its neighbours. The tangent is

$$t=p(z-y)+q(y-x)$$

with real weights $p,q$. If $f$ is the true force at $y$, the band force is

$$B=c\,(f-\lambda t)+s\,t,\qquad \lambda=\frac{f\cdot t}{t\cdot t},$$

and the update is $y\mapsto y+\eta B$. Here $c$ scales the projected force, $s$ is the spring coefficient and $\eta$ is the step size. If $t=0$, then $\lambda$ is read as zero, which is also Lean's value for the quotient.

## Why the centroid stays put

The centroid is linear, so

$$\bar t=p(\bar z-\bar y)+q(\bar y-\bar x).$$

If $\sum_a f_a=0$, then $\bar f=0$ and

$$\bar B=c(\bar f-\lambda\bar t)+s\bar t=(s-c\lambda)\,\bar t .$$

One update therefore displaces the centroid of the image by $\eta(s-c\lambda)\bar t$. This vanishes exactly when $\eta=0$, $s=c\lambda$ or $\bar t=0$. In the second case the spring term restores precisely the tangential part that the projection removed from the scaled force $cf$.

If all images have centroid $g$, both differences in $\bar t$ vanish, so $\bar t=0$ and the updated image still has centroid $g$. The end images do not move. The new band thus satisfies the same assumption as the old one, and induction extends the result to any number of updates.

## Force balance from translation invariance

Let the energy satisfy $E(x+v)=E(x)$ whenever every atom is shifted by the same $v\in V$. Let $F(x)$ be its force field, so that the derivative of $E$ along a displacement $u$ is $-F(x)\cdot u$. Shift every atom along the total force $G=\sum_a F(x)_a$. The energy is constant along this line, so

$$0=-\sum_a\langle F(x)_a,G\rangle=-\langle G,G\rangle ,$$

and $G=0$. An isolated molecule has this invariance; a fixed external potential generally destroys it.

## What the theorems say

`nebRun_centroid` assumes that the forces `F x` sum to zero for every configuration `x`, and that images $0,\dots,N+1$ of the initial band `R₀` have centroid `g`. It concludes that each of these images has centroid `g` after `n` updates, for every `n`. `nebRun_centroid_of_invariant` replaces the force-balance assumption by translation invariance of `E` and the condition `IsForce E F`. That condition asks for a derivative at every configuration, including those with coincident atoms, where an energy with Coulomb repulsion between nuclei has none. For such an energy the derivation above still gives force balance wherever the derivatives exist and define a force, and `nebRun_centroid` applies once `F` is set to zero elsewhere.

A configuration is a function `A → V`, and a band is a function from `ℕ` to configurations, of which only the images up to $N+1$ matter. The record `Controls` holds $p,q,c,s,\eta$ as `fwd`, `bwd`, `scale`, `spring` and `step`. The rule `P` chooses them from the iteration, the current band and the image. This admits normalised tangents, tangents that switch between neighbours, and springs that depend on image distances. All interior images are updated simultaneously from the old band.

The centroid is unweighted, so it need not be the centre of mass when the masses differ. Each image moves by a scalar multiple of its own band force; separate step sizes for individual atoms do not fit the model. Rotations are not treated, and neither are rounding errors or forces that balance only approximately. For reaction-path calculations on an isolated molecule, the result means that centroids aligned once stay aligned under these exact, scalar-step updates, as long as the images stay where the forces are defined.

## The Lean file

```lean
import Mathlib

open Finset

namespace NEBCentroid

noncomputable section

variable {A V : Type*} [Fintype A] [NormedAddCommGroup V] [InnerProductSpace ℝ V]

/-- The atomic centroid of a configuration: the unweighted mean of the atomic positions. -/
def centroid (x : A → V) : V := (Fintype.card A : ℝ)⁻¹ • ∑ a, x a

/-- The inner product of configuration space, summed over atoms. -/
def dot (x y : A → V) : ℝ := ∑ a, inner ℝ (x a) (y a)

/-- A tangent at image `y` with neighbours `x` and `z`: a linear combination of the forward
and backward image differences. -/
def tangent (p q : ℝ) (x y z : A → V) : A → V := p • (z - y) + q • (y - x)

/-- The band force: `c` times the true force `f` projected off the tangent `t`, plus a spring
force `s • t` along the tangent. -/
def nebForce (c s : ℝ) (f t : A → V) : A → V :=
  c • (f - (dot f t / dot t t) • t) + s • t

/-- The coefficients used at one image in one update: tangent weights, multiple of the projected
true force, spring coefficient and step size. -/
structure Controls where
  fwd : ℝ
  bwd : ℝ
  scale : ℝ
  spring : ℝ
  step : ℝ

/-- One explicit update of a band with images `0, …, N + 1`: the `N` interior images move along
their band forces and the end images stay fixed. -/
def nebStep (N : ℕ) (F : (A → V) → (A → V)) (K : ℕ → Controls) (R : ℕ → A → V) :
    ℕ → A → V
  | 0 => R 0
  | i + 1 =>
    if i < N then
      R (i + 1) + (K (i + 1)).step • nebForce (K (i + 1)).scale (K (i + 1)).spring
        (F (R (i + 1)))
        (tangent (K (i + 1)).fwd (K (i + 1)).bwd (R i) (R (i + 1)) (R (i + 2)))
    else R (i + 1)

/-- The band after `n` updates; the coefficients may depend on the iteration, on the image and
on the whole current band. -/
def nebRun (N : ℕ) (F : (A → V) → (A → V)) (P : ℕ → (ℕ → A → V) → ℕ → Controls)
    (R₀ : ℕ → A → V) : ℕ → ℕ → A → V
  | 0 => R₀
  | n + 1 => nebStep N F (P n (nebRun N F P R₀ n)) (nebRun N F P R₀ n)

/-- `F` is the force field of the energy `E`: the directional derivative of `E` along any
displacement `u` is minus the inner product of the force with `u`. -/
def IsForce (E : (A → V) → ℝ) (F : (A → V) → (A → V)) : Prop :=
  ∀ x u, HasDerivAt (fun t : ℝ => E (x + t • u)) (-dot (F x) u) 0

/-- Displacing a configuration by `r • y` displaces its centroid by `r` times the centroid
of `y`. -/
theorem centroid_add_smul (x y : A → V) (r : ℝ) :
    centroid (x + r • y) = centroid x + r • centroid y := by
  simp only [centroid, Pi.add_apply, Pi.smul_apply, sum_add_distrib, ← smul_sum]
  module

/-- The centroid of a tangent is the same linear combination of the differences between
neighbouring image centroids. -/
theorem centroid_tangent (p q : ℝ) (x y z : A → V) :
    centroid (tangent p q x y z) =
      p • (centroid z - centroid y) + q • (centroid y - centroid x) := by
  simp only [centroid, tangent, Pi.add_apply, Pi.smul_apply, Pi.sub_apply, sum_add_distrib,
    ← smul_sum, sum_sub_distrib]
  module

/-- If the true forces sum to zero over atoms, the centroid of the band force is an explicit
multiple of the centroid of the tangent. -/
theorem centroid_nebForce (c s : ℝ) (f t : A → V) (hf : ∑ a, f a = 0) :
    centroid (nebForce c s f t) = (s - c * (dot f t / dot t t)) • centroid t := by
  simp only [centroid, nebForce, Pi.add_apply, Pi.smul_apply, Pi.sub_apply, sum_add_distrib,
    ← smul_sum, sum_sub_distrib, hf]
  module

/-- For balanced true forces, an update leaves the centroid of an image in place exactly when the
step is zero, the spring term equals the tangential part removed from the scaled true force, or the
tangent has zero centroid. -/
theorem centroid_fixed_iff (η c s : ℝ) (x f t : A → V) (hf : ∑ a, f a = 0) :
    centroid (x + η • nebForce c s f t) = centroid x ↔
      η = 0 ∨ s = c * (dot f t / dot t t) ∨ centroid t = 0 := by
  rw [centroid_add_smul, centroid_nebForce c s f t hf, add_eq_left, smul_eq_zero,
    smul_eq_zero, sub_eq_zero]

/-- One update of the band preserves a centroid common to all images, if the true forces sum
to zero over atoms. -/
theorem nebStep_centroid (N : ℕ) (F : (A → V) → (A → V)) (K : ℕ → Controls)
    (R : ℕ → A → V) (g : V) (hF : ∀ x, ∑ a, F x a = 0)
    (hR : ∀ i ≤ N + 1, centroid (R i) = g) :
    ∀ i ≤ N + 1, centroid (nebStep N F K R i) = g := by
  intro i hi
  cases i with
  | zero => exact hR 0 hi
  | succ i =>
    by_cases h : i < N
    · simp only [nebStep, if_pos h]
      -- the tangent has zero centroid because the three images share theirs
      rw [centroid_add_smul, centroid_nebForce _ _ _ _ (hF _), centroid_tangent,
        hR i (by omega), hR (i + 1) (by omega), hR (i + 2) (by omega)]
      simp
    · simp only [nebStep, if_neg h]
      exact hR (i + 1) hi

/-- No centroid drift: if all images start with the same centroid and the true forces sum to
zero over atoms, every image keeps that centroid after any number of updates. -/
theorem nebRun_centroid (N : ℕ) (F : (A → V) → (A → V))
    (P : ℕ → (ℕ → A → V) → ℕ → Controls) (R₀ : ℕ → A → V) (g : V)
    (hF : ∀ x, ∑ a, F x a = 0) (h₀ : ∀ i ≤ N + 1, centroid (R₀ i) = g) (n : ℕ) :
    ∀ i ≤ N + 1, centroid (nebRun N F P R₀ n i) = g := by
  induction n with
  | zero => exact h₀
  | succ n ih => exact nebStep_centroid N F _ _ g hF ih

/-- The forces of a translation-invariant energy sum to zero over atoms. -/
theorem force_balance (E : (A → V) → ℝ) (F : (A → V) → (A → V))
    (hE : ∀ (x : A → V) (v : V), E (x + fun _ => v) = E x) (hF : IsForce E F) (x : A → V) :
    ∑ a, F x a = 0 := by
  -- differentiate the energy along a rigid shift in the direction of the total force
  have h := hF x (fun _ => ∑ a, F x a)
  have hc : (fun t : ℝ => E (x + t • (fun _ : A => ∑ a, F x a))) = fun _ => E x := by
    funext t
    exact hE x (t • ∑ a, F x a)
  rw [hc] at h
  have h1 := h.unique (hasDerivAt_const (0 : ℝ) (E x))
  have h2 : dot (F x) (fun _ => ∑ a, F x a) = inner ℝ (∑ a, F x a) (∑ a, F x a) :=
    (sum_inner _ _ _).symm
  exact (inner_self_eq_zero (𝕜 := ℝ)).mp (by linarith)

/-- On a translation-invariant energy surface, a band whose images start with a common centroid
keeps it at every image and every step. -/
theorem nebRun_centroid_of_invariant (N : ℕ) (E : (A → V) → ℝ) (F : (A → V) → (A → V))
    (P : ℕ → (ℕ → A → V) → ℕ → Controls) (R₀ : ℕ → A → V) (g : V)
    (hE : ∀ (x : A → V) (v : V), E (x + fun _ => v) = E x) (hF : IsForce E F)
    (h₀ : ∀ i ≤ N + 1, centroid (R₀ i) = g) (n : ℕ) :
    ∀ i ≤ N + 1, centroid (nebRun N F P R₀ n i) = g :=
  nebRun_centroid N F P R₀ g (force_balance E F hE hF) h₀ n

/-- The energy of two atoms on a line joined by a harmonic spring of zero rest length. -/
def dimerEnergy (x : Fin 2 → ℝ) : ℝ := (x 0 - x 1) ^ 2 / 2

/-- The pair of opposite forces in the harmonic dimer. -/
def dimerForce (x : Fin 2 → ℝ) : Fin 2 → ℝ := ![x 1 - x 0, x 0 - x 1]

/-- A band of dimers stretched symmetrically about the origin. -/
def dimerBand (i : ℕ) : Fin 2 → ℝ := ![(i : ℝ), -(i : ℝ)]

/-- The harmonic dimer has a translation-invariant energy with the stated forces, and all images
of the stretched band have their centroid at the origin. -/
theorem dimer_witness :
    (∀ (x : Fin 2 → ℝ) (v : ℝ), dimerEnergy (x + fun _ => v) = dimerEnergy x) ∧
      IsForce dimerEnergy dimerForce ∧ ∀ i, centroid (dimerBand i) = 0 := by
  refine ⟨fun x v => by simp [dimerEnergy], fun x u => ?_, fun i => by
    simp [centroid, dimerBand, Fin.sum_univ_two]⟩
  have h1 : HasDerivAt (fun t : ℝ => (x 0 - x 1) + t * (u 0 - u 1)) (u 0 - u 1) 0 :=
    (hasDerivAt_mul_const (u 0 - u 1)).const_add (x 0 - x 1)
  have h2 : dot (dimerForce x) u = (x 1 - x 0) * u 0 + (x 0 - x 1) * u 1 := by
    simp [dot, dimerForce, Fin.sum_univ_two]
    ring
  rw [h2]
  -- along a line of displacements the energy is a quadratic polynomial
  have h3 : (fun t : ℝ => dimerEnergy (x + t • u)) = fun t : ℝ =>
      ((x 0 - x 1) + t * (u 0 - u 1)) * ((x 0 - x 1) + t * (u 0 - u 1)) / 2 := by
    funext t
    simp only [dimerEnergy, Pi.add_apply, Pi.smul_apply, smul_eq_mul]
    ring
  have h4 : HasDerivAt (fun t : ℝ => dimerEnergy (x + t • u))
      (-((x 1 - x 0) * u 0 + (x 0 - x 1) * u 1)) 0 := by
    rw [h3]
    exact ((h1.fun_mul h1).div_const 2).congr_deriv (by ring)
  exact h4

end

end NEBCentroid
```

```lean
#print axioms NEBCentroid.centroid_fixed_iff
#print axioms NEBCentroid.nebStep_centroid
#print axioms NEBCentroid.nebRun_centroid_of_invariant
```

```
'NEBCentroid.centroid_fixed_iff' depends on axioms: [propext, Classical.choice, Quot.sound]
'NEBCentroid.nebStep_centroid' depends on axioms: [propext, Classical.choice, Quot.sound]
'NEBCentroid.nebRun_centroid_of_invariant' depends on axioms: [propext, Classical.choice, Quot.sound]
```

## How the proof follows the derivation

`centroid_add_smul`, `centroid_tangent` and `centroid_nebForce` are the three linear calculations. In each, `simp only` distributes the sum over atoms and `module` compares the resulting vector expressions. The third also uses `hf` to remove the total true force. `centroid_fixed_iff` combines the first and third, then splits the vanishing product into its three cases.

`nebStep_centroid` treats the fixed end images separately from the interior ones. For an interior image it rewrites the new centroid with the three calculations and substitutes `g` for the centroids of the image and its neighbours; `simp` then cancels the differences. `nebRun_centroid` is the induction over updates.

In `force_balance`, `hc` states that the energy is constant along the shift. Uniqueness of the derivative equates the two expressions for the slope, and `h2` identifies the inner product as $\langle G,G\rangle$. `nebRun_centroid_of_invariant` passes this force balance to the induction theorem.

`dimer_witness` checks the hypotheses on a toy model, in which the atoms may coincide: two atoms on a line with energy $E(x)=(x_0-x_1)^2/2$ and images $(i,-i)$. The shift cancels in $x_0-x_1$, and each centroid is $(i-i)/2=0$. For the forces, the proof writes

$$E(x+tu)=\tfrac12\bigl((x_0-x_1)+t(u_0-u_1)\bigr)^2,$$

where $t$ is now a real parameter. The derivative at $t=0$ is $(x_0-x_1)(u_0-u_1)$, which equals $-F(x)\cdot u$ for the force $F(x)=(x_1-x_0,\;x_0-x_1)$.
